# The Green strain of successive deformations is the sum of their pulled-back strains

Q: A bar is stretched by a factor 2, then by a further factor 3. With the Green strain $(\lambda^2-1)/2$ of a stretch $\lambda$, the two steps have strains $3/2$ and $4$. The total stretch is 6, with strain $35/2$. How can that be a sum over steps?

A: The second strain refers to the bar as it is after the first step. Its squared length has already been multiplied by $2^2$, so referred to the original bar the second strain counts four times: $3/2 + 4\cdot 4 = 35/2$.

Q: And for matrices?

A: Let $A$ be the first deformation gradient, $B$ the second, and $E(F) = (F^T F - I)/2$. Adding and subtracting $A^T A$ gives

$$E(BA) = \tfrac12(A^T B^T B A - I) = \tfrac12(A^T A - I) + \tfrac12 A^T(B^T B - I)A = E(A) + A^T E(B) A.$$

The factor 4 has become the pull-back $A^T(\cdot)A$.

For a longer history $F_0, F_1, \dots$, let $G_0 = I$ and $G_{k+1} = F_k G_k$, so that $G_k$ is the deformation accumulated in the first $k$ steps. The two-step law gives $E(G_{m+1}) = E(G_m) + G_m^T E(F_m) G_m$. Since $E(G_0) = 0$, induction yields

$$E(G_m) = \sum_{k=0}^{m-1} G_k^T E(F_k) G_k.$$

Q: What sort of matrices does the formal version allow?

A: Real square matrices whose rows and columns are labelled by a finite type `n`; for a crystal, take three labels.

```lean
import Mathlib

open Matrix

namespace GreenStrainComposition

noncomputable section

variable {n : Type*} [Fintype n] [DecidableEq n]
```

The strain is defined by the formula above, including the factor one half.

```lean
/-- The Green strain `(Fᵀ F - 1) / 2` of a deformation gradient `F`. -/
def greenStrain (F : Matrix n n ℝ) : Matrix n n ℝ :=
  (1 / 2 : ℝ) • (Fᵀ * F - 1)
```

The history is a function from the natural numbers to matrices, of which only the first $m$ values enter a statement about $m$ steps. `totalDeformation F k` is $G_k$, and later steps multiply from the left.

```lean
/-- The deformation gradient accumulated in the first `k` steps of the history
`F 0, F 1, ...`, later steps acting from the left. -/
def totalDeformation (F : ℕ → Matrix n n ℝ) : ℕ → Matrix n n ℝ
  | 0 => 1
  | k + 1 => F k * totalDeformation F k
```

Q: A physical deformation gradient has positive determinant. I don't see that condition.

A: The algebra doesn't need it, so the identity holds for physical gradients and for singular or reflecting matrices alike. What is left out is the field description: each step is one matrix, which describes a homogeneous deformation or the gradient at one material point. That gradients of successive maps multiply is the chain rule, and here it is built into the definition of $G_k$. There is no stress and no constitutive law.

Q: Then show me the two-step law.

A: The proof follows the calculation above. It reverses the order of the transposed product, takes the common factor one half outside, and leaves an identity between matrix products that `noncomm_ring` checks without commuting any factors.

```lean
/-- Two successive deformations, first `A` and then `B`: the strain of the second step is
pulled back by the first and added to the strain of the first. -/
theorem greenStrain_mul (B A : Matrix n n ℝ) :
    greenStrain (B * A) = greenStrain A + Aᵀ * greenStrain B * A := by
  unfold greenStrain
  rw [Matrix.transpose_mul]
  simp only [Matrix.mul_smul, Matrix.smul_mul, ← smul_add]
  congr 1
  noncomm_ring
```

The general law is the induction. With no steps, both sides vanish. For one more step, `Finset.sum_range_succ` splits off the last term, the induction hypothesis turns the remaining sum back into $E(G_m)$, and the two-step law finishes.

```lean
/-- Strain composition: the Green strain after `m` steps is the sum of the strains of the
single steps, each pulled back by the deformation accumulated before it. -/
theorem greenStrain_totalDeformation (F : ℕ → Matrix n n ℝ) (m : ℕ) :
    greenStrain (totalDeformation F m) =
      ∑ k ∈ Finset.range m,
        (totalDeformation F k)ᵀ * greenStrain (F k) * totalDeformation F k := by
  induction m with
  | zero => simp [greenStrain, totalDeformation]
  | succ m ih =>
    -- the last step adds exactly one pulled-back strain
    rw [Finset.sum_range_succ, ← ih]
    exact greenStrain_mul (F m) (totalDeformation F m)
```

Q: A rigid rotation should produce no strain. Does it drop out?

A: Its own term does. If $F_k^T F_k = I$, then $E(F_k) = 0$, and so is its pull-back. The sum can therefore be restricted to steps with $F_k^T F_k \ne I$. The proof shows that any step removed by this filter had a zero term. Reflections are removed too, since the condition is orthogonality.

```lean
/-- Orthogonal steps contribute no term: the sum for the total Green strain may be
restricted to the steps that are not orthogonal. -/
theorem greenStrain_eq_sum_nonorthogonal (F : ℕ → Matrix n n ℝ) (m : ℕ) :
    greenStrain (totalDeformation F m) =
      ∑ k ∈ (Finset.range m).filter (fun k => (F k)ᵀ * F k ≠ 1),
        (totalDeformation F k)ᵀ * greenStrain (F k) * totalDeformation F k := by
  rw [greenStrain_totalDeformation]
  symm
  apply Finset.sum_filter_of_ne
  intro k _ hne h
  apply hne
  simp [greenStrain, h]
```

Q: So far this is matrix algebra. What ties `greenStrain` to something I could measure?

A: Lengths. Represent a material fibre by a vector $x$. Then

$$|Fx|^2 - |x|^2 = x\cdot(F^T F - I)x = 2\,x\cdot E(F)x.$$

In Lean, `*ᵥ` applies a matrix to a vector and `⬝ᵥ` is the dot product, so squared lengths are Euclidean. The auxiliary equation `h` moves $F$ across the dot product as its transpose; the rest expands the definition of strain.

```lean
/-- The change of the squared length of a material fibre `x` under `F` is twice the
quadratic form of the Green strain on `x`. -/
theorem fibre_length_change (F : Matrix n n ℝ) (x : n → ℝ) :
    (F *ᵥ x) ⬝ᵥ (F *ᵥ x) - x ⬝ᵥ x = 2 * (x ⬝ᵥ (greenStrain F *ᵥ x)) := by
  have h : x ⬝ᵥ ((Fᵀ * F) *ᵥ x) = (F *ᵥ x) ⬝ᵥ (F *ᵥ x) := by
    rw [← Matrix.mulVec_mulVec, Matrix.dotProduct_mulVec, Matrix.vecMul_transpose]
  unfold greenStrain
  rw [Matrix.smul_mulVec, Matrix.sub_mulVec, Matrix.one_mulVec, dotProduct_smul,
    dotProduct_sub, h, smul_eq_mul]
  ring
```

Q: Does the length picture also work for a whole history?

A: Yes. Let $y_k = G_k x$ be the fibre when step $k$ begins, so $y_0 = x$ and $y_{k+1} = F_k y_k$. Each step gives $|y_{k+1}|^2 - |y_k|^2 = 2\,y_k\cdot E(F_k)y_k$. Adding these for $k = 0,\dots,m-1$, the intermediate lengths cancel:

$$|G_m x|^2 - |x|^2 = 2\sum_{k=0}^{m-1} y_k\cdot E(F_k)y_k.$$

The pull-back is thus the step strain evaluated on the current fibre. The formal proof does the cancellation by induction, applying the one-step result to `totalDeformation F m *ᵥ x`.

```lean
/-- Over a whole deformation history, the change of the squared length of a fibre is twice
the sum of the step strains, each evaluated on the fibre as it is when that step begins. -/
theorem fibre_length_history (F : ℕ → Matrix n n ℝ) (x : n → ℝ) (m : ℕ) :
    (totalDeformation F m *ᵥ x) ⬝ᵥ (totalDeformation F m *ᵥ x) - x ⬝ᵥ x =
      2 * ∑ k ∈ Finset.range m,
        (totalDeformation F k *ᵥ x) ⬝ᵥ
          (greenStrain (F k) *ᵥ (totalDeformation F k *ᵥ x)) := by
  induction m with
  | zero => simp [totalDeformation]
  | succ m ih =>
    -- the length change of the last step, applied to the current fibre
    have h := fibre_length_change (F m) (totalDeformation F m *ᵥ x)
    rw [Matrix.mulVec_mulVec] at h
    rw [Finset.sum_range_succ, mul_add, ← ih, ← h]
    simp only [totalDeformation]
    ring
```

Q: What if the same step is repeated?

A: Then $G_k = F^k$, and the general law becomes

$$E(F^m) = \sum_{k=0}^{m-1} (F^k)^T E(F) F^k.$$

For the bar with stretch $\lambda$, this is $\frac12(\lambda^2-1)$ times the geometric sum $1+\lambda^2+\dots+\lambda^{2(m-1)}$. In the proof, `hpow` identifies the accumulated deformation with the power, and the general theorem does the rest.

```lean
/-- Repeating the same deformation `F` for `m` steps gives the sum of the strain of `F`
pulled back by the successive powers of `F`. -/
theorem greenStrain_pow (F : Matrix n n ℝ) (m : ℕ) :
    greenStrain (F ^ m) = ∑ k ∈ Finset.range m, (F ^ k)ᵀ * greenStrain F * F ^ k := by
  have hpow : ∀ k, totalDeformation (fun _ => F) k = F ^ k := by
    intro k
    induction k with
    | zero => simp [totalDeformation]
    | succ k ih => rw [pow_succ', ← ih]; rfl
  have h := greenStrain_totalDeformation (fun _ => F) m
  simpa only [hpow] using h
```

Q: If rotations contribute nothing, may I delete them from the history?

A: Not in general. A rotation has no term of its own, but it stays inside the later $G_k$ and can change how later strains are pulled back. Take a planar stretch $S$ by 2 along the first axis.

```lean
/-- A planar stretch by the factor 2 along the first axis. -/
def stretch : Matrix (Fin 2) (Fin 2) ℝ := !![2, 0; 0, 1]
```

Let $R$ be a quarter turn.

```lean
/-- The rotation of the plane by a quarter turn. -/
def quarterTurn : Matrix (Fin 2) (Fin 2) ℝ := !![0, -1; 1, 0]
```

If the stretch comes first, $E(RS) = E(S) = \mathrm{diag}(3/2, 0)$. If the turn comes first, $E(SR) = R^T E(S) R = \mathrm{diag}(0, 3/2)$, because the turn has brought the second material axis onto the stretching direction. Lean verifies both matrices entry by entry.

```lean
/-- The order of steps matters: stretching and then turning strains the first material
axis, while turning and then stretching strains the second. -/
theorem greenStrain_order_matters :
    greenStrain (quarterTurn * stretch) = !![3 / 2, 0; 0, 0] ∧
      greenStrain (stretch * quarterTurn) = !![0, 0; 0, 3 / 2] := by
  constructor <;> ext i j <;> fin_cases i <;> fin_cases j <;>
    norm_num [greenStrain, stretch, quarterTurn, Matrix.mul_apply, Fin.sum_univ_succ,
      Matrix.one_apply]

end

end GreenStrainComposition
```

Q: Where would I meet this in a simulation?

A: When a periodic crystal cell is deformed in successive homogeneous steps, and each step's strain refers to the cell just before it, the sum gives the total Green strain relative to the initial cell. Adding the step strains without their pull-backs would, for the bar, give $11/2$ instead of $35/2$.

```lean
#print axioms GreenStrainComposition.greenStrain_totalDeformation
#print axioms GreenStrainComposition.greenStrain_eq_sum_nonorthogonal
#print axioms GreenStrainComposition.greenStrain_pow
#print axioms GreenStrainComposition.greenStrain_order_matters
```

```
'GreenStrainComposition.greenStrain_totalDeformation' depends on axioms: [propext, Classical.choice, Quot.sound]
'GreenStrainComposition.greenStrain_eq_sum_nonorthogonal' depends on axioms: [propext, Classical.choice, Quot.sound]
'GreenStrainComposition.greenStrain_pow' depends on axioms: [propext, Classical.choice, Quot.sound]
'GreenStrainComposition.greenStrain_order_matters' depends on axioms: [propext, Classical.choice, Quot.sound]
```
